# The Hard-Core Lattice Gas on an Open Chain: Recursion and Thermodynamic Limit at Positive Fugacity

## Counting configurations one by one

A path of 100 sites on which no two neighbours may both be occupied has about $9\times10^{20}$ allowed configurations. At a billion terms per second, summing its grand partition function term by term would take almost 30,000 years. Shorter chains can be enumerated, but their free energy per site contains a contribution from the chain ends, and the enumeration alone does not say how large it is. A two-term recursion removes the first difficulty, and a pair of bounds derived from it controls the second.

## Particles that exclude their neighbours

Label the sites $0,\dots,n-1$. Each site is empty or holds one particle, and two particles never sit on adjacent sites. This exclusion stands for a nearest-neighbour repulsion so strong that any configuration with two adjacent occupied sites has zero Boltzmann weight. Apart from it, the particles do not interact.

Each particle contributes a factor $z$, the fugacity. If an occupied site has energy $\varepsilon$, then $z=e^{\beta(\mu-\varepsilon)}$, with $\mu$ the chemical potential and $\beta$ the inverse temperature, so $z>0$. The grand partition function is

$$\Xi_n=\sum_{C} z^{|C|},$$

where $C$ runs over the allowed sets of occupied sites and $|C|$ is the number of particles. For a long chain, $\ln(\Xi_n)/n$ is $\beta$ times the pressure times the lattice spacing.

In a chain of two-level atoms with perfect nearest-neighbour blockade and open ends, $\Xi_n$ at $z=1$ is the number of basis states in which each atom is in one definite level and no two neighbours are both excited. This is the dimension of the constrained Hilbert space. For the classical gas, the exact values can also test a grand-canonical Monte Carlo program: in equilibrium, the chain must be found empty with probability $1/\Xi_n$.

## What is stated, and for which chains

In Lean a configuration is a `Finset ℕ`, the finite set of occupied sites. The predicate `HardCore` says that if $i$ is occupied then $i+1$ is not; since this holds for every $i$, it covers both neighbours. `Xi z n` sums `z` to the power of the number of occupied sites over the hard-core subsets of `range n`. The recursion is therefore a theorem about the model and not its definition. The ends are open: sites $0$ and $n-1$ are not neighbours on a long path.

Write $s=\sqrt{1+4z}$ and $L=(1+s)/2$; the latter is `growth z`. The main theorems say:

- `Xi_zero`, `Xi_one` and `Xi_rec`: for every real $z$, $\Xi_0=1$, $\Xi_1=1+z$ and $\Xi_{n+2}=\Xi_{n+1}+z\,\Xi_n$.
- `log_Xi_finite_size`: for $z>0$ and $n\ge1$, $\ln L\le \ln(\Xi_n)/n\le \ln L+\ln(L)/n$.
- `tendsto_log_Xi_div`: for $z>0$, $\ln(\Xi_n)/n\to\ln L$ as $n\to\infty$.

There is also a closed form for $z>-1/4$, a Fibonacci count at $z=1$, and the derivative of $\ln L$ for $z>0$. Rings, finite repulsion and higher dimensions are not treated.

## From the last site to the limit

**Recursion.** Take $n+2$ sites. If the last site, $n+1$, is empty, the remaining $n+1$ sites carry any allowed configuration and contribute $\Xi_{n+1}$. If it is occupied, site $n$ must be empty, and sites $0,\dots,n-1$ are free to carry any allowed configuration. This contributes $z\,\Xi_n$. The starting values are $\Xi_0=1$, from the empty configuration, and $\Xi_1=1+z$.

**Growth factor.** Since $s^2=1+4z$,

$$L^2=\frac{1+2s+s^2}{4}=\frac{1+s}{2}+z=L+z.$$

For $z>0$ we have $s>1$, hence $L>1$.

**Bounds.** We show $L^n\le\Xi_n\le L^{n+1}$. For $n=0$ this is $1\le1\le L$. For $n=1$, the lower bound follows from $1+z-L=1+L^2-2L=(L-1)^2\ge0$, and the upper one from $1+z\le L+z=L^2$. If the bounds hold for $n$ and $n+1$, then, because $z>0$,

$$L^{n+2}=L^{n+1}+zL^n\le \Xi_{n+1}+z\,\Xi_n\le L^{n+2}+zL^{n+1}=L^{n+3},$$

and the middle expression is $\Xi_{n+2}$.

**Limit.** Taking logarithms gives $n\ln L\le\ln\Xi_n\le(n+1)\ln L$. Division by $n\ge1$ gives the finite-size bounds, and $\ln(L)/n\to0$ gives the limit. The relative excess over the limiting value is at most $1/n$.

**Closed form.** Let $M=(1-s)/2$, the other root of $x^2=x+z$. Both $L^{n+2}$ and $M^{n+2}$ satisfy the recursion, and so does

$$\Xi_n=\frac{L^{n+2}-M^{n+2}}{s}.$$

With $L-M=s$, $L+M=1$ and $LM=-z$, the right-hand side is $L+M=1$ at $n=0$ and $(L+M)^2-LM=1+z$ at $n=1$, as required. The condition $z>-1/4$ makes $s$ real and nonzero. At $z=1$ the recursion is that of the Fibonacci numbers, with $\Xi_0=1=F_2$ and $\Xi_1=2=F_3$, so $\Xi_n=F_{n+2}$.

**Derivative.** From $ds/dz=2/s$ we get $dL/dz=1/s$. Using $z=(s^2-1)/4$,

$$\frac{d\ln L}{dz}=\frac{2}{s(1+s)}=\frac{1}{2z}\left(1-\frac1s\right).$$

Multiplied by $z$, this is the density $\tfrac12(1-1/s)$ obtained from the limiting pressure. That the densities of finite chains converge to it is a separate claim, which the theorems do not address.

## At fugacity −1 the limit fails

Take $z=-1$, a value that no real chemical potential produces. It shows that the limit theorem does not extend to all real $z$, although by the closed form the limit still holds for $-1/4<z<0$. At $z=-1$ the recursion gives $1,0,-1,-1,0,1$ for $\Xi_0,\dots,\Xi_5$, and then the sequence repeats. The partition function vanishes and changes sign, so $\ln\Xi_n$ loses its meaning, and $1+4z=-3$ has no real square root. Lean's total functions assign values even here, but the limit theorem would be false: every $\ln(\Xi_n)/n$ becomes $0$, while the proposed limit becomes $\ln(1/2)$.

## The complete Lean file

```lean
import Mathlib

open Finset Filter Topology

namespace HardCoreLatticeGas

noncomputable section

/-- A set of occupied sites is hard-core if no two adjacent sites are both occupied. -/
def HardCore (s : Finset ℕ) : Prop := ∀ i ∈ s, i + 1 ∉ s

instance : DecidablePred HardCore := fun s => by
  unfold HardCore
  infer_instance

/-- The grand partition function of the path with sites `0, …, n - 1`: each hard-core
configuration has weight `z` to the number of particles. -/
def Xi (z : ℝ) (n : ℕ) : ℝ :=
  ∑ s ∈ (range n).powerset.filter HardCore, z ^ s.card

/-- The growth factor `(1 + √(1 + 4z)) / 2`. -/
def growth (z : ℝ) : ℝ := (1 + √(1 + 4 * z)) / 2

/-- The path without sites has partition function one. -/
theorem Xi_zero (z : ℝ) : Xi z 0 = 1 := by
  simp [Xi, Finset.sum_filter, HardCore]

/-- A single site is either empty or occupied, with total weight `1 + z`. -/
theorem Xi_one (z : ℝ) : Xi z 1 = 1 + z := by
  unfold Xi
  rw [Finset.sum_filter, show range 1 = insert 0 (∅ : Finset ℕ) from rfl,
    Finset.sum_powerset_insert (Finset.notMem_empty 0)]
  simp [HardCore]

/-- Adding a site to the path: `Xi_(n+2) = Xi_(n+1) + z Xi_n`. -/
theorem Xi_rec (z : ℝ) (n : ℕ) : Xi z (n + 2) = Xi z (n + 1) + z * Xi z n := by
  -- last site occupied, its neighbour empty: the other n sites are free
  have h1 : ∀ t ∈ (range n).powerset,
      (if HardCore (insert (n + 1) t) then z ^ (insert (n + 1) t).card else 0)
        = z * (if HardCore t then z ^ t.card else 0) := by
    intro t ht
    have hlt : ∀ i ∈ t, i < n := fun i hi =>
      Finset.mem_range.mp (Finset.mem_powerset.mp ht hi)
    have hn : n + 1 ∉ t := fun h => by
      have := hlt _ h
      omega
    have hiff : HardCore (insert (n + 1) t) ↔ HardCore t := by
      constructor
      · intro h i hi hi'
        exact h i (Finset.mem_insert_of_mem hi) (Finset.mem_insert_of_mem hi')
      · intro h i hi hi'
        rcases Finset.mem_insert.mp hi with e | hi
        · rcases Finset.mem_insert.mp hi' with e' | e'
          · omega
          · have := hlt _ e'
            omega
        · rcases Finset.mem_insert.mp hi' with e' | e'
          · have := hlt _ hi
            omega
          · exact h i hi e'
    rw [Finset.card_insert_of_notMem hn]
    by_cases h : HardCore t
    · rw [if_pos (hiff.mpr h), if_pos h]
      ring
    · rw [if_neg (mt hiff.mp h), if_neg h, mul_zero]
  -- the last two sites cannot both be occupied
  have h2 : ∀ t : Finset ℕ, ¬ HardCore (insert (n + 1) (insert n t)) :=
    fun t h => h n (by simp) (by simp)
  have e := Finset.sum_congr rfl h1
  unfold Xi
  simp only [Finset.sum_filter]
  rw [show range (n + 2) = insert (n + 1) (range (n + 1)) from Finset.range_add_one,
    Finset.sum_powerset_insert (show n + 1 ∉ range (n + 1) by simp)]
  congr 1
  rw [Finset.range_add_one, Finset.sum_powerset_insert (show n ∉ range n by simp),
    e, Finset.mul_sum, add_eq_left]
  exact Finset.sum_eq_zero fun t _ => if_neg (h2 t)

/-- For `z > -1/4` the partition function is an explicit combination of powers of
`(1 ± √(1 + 4z)) / 2`. -/
theorem Xi_closed_form {z : ℝ} (hz : -1 / 4 < z) (n : ℕ) :
    Xi z n = (((1 + √(1 + 4 * z)) / 2) ^ (n + 2)
      - ((1 - √(1 + 4 * z)) / 2) ^ (n + 2)) / √(1 + 4 * z) := by
  -- if L and M solve x² = x + z and L - M = s, then Xi_n * s = L^(n+2) - M^(n+2)
  have key : ∀ L M s : ℝ, L ^ 2 = L + z → M ^ 2 = M + z → L - M = s →
      Xi z n * s = L ^ (n + 2) - M ^ (n + 2) := by
    intro L M s h1 h2 h3
    induction n using Nat.twoStepInduction with
    | zero =>
      rw [Xi_zero]
      linear_combination -h1 + h2 - h3
    | one =>
      rw [Xi_one]
      linear_combination -(L + 1) * h1 + (M + 1) * h2 - (1 + z) * h3
    | more n ih1 ih2 =>
      rw [Xi_rec]
      linear_combination ih2 + z * ih1 - L ^ (n + 2) * h1 + M ^ (n + 2) * h2
  have hpos : 0 < √(1 + 4 * z) := Real.sqrt_pos.mpr (by linarith)
  have hsq : √(1 + 4 * z) ^ 2 = 1 + 4 * z := Real.sq_sqrt (by linarith)
  rw [eq_div_iff hpos.ne']
  exact key _ _ _ (by linear_combination hsq / 4) (by linear_combination hsq / 4) (by ring)

/-- At fugacity one the partition function is the Fibonacci number `F_(n+2)`. -/
theorem Xi_fugacity_one (n : ℕ) : Xi 1 n = (Nat.fib (n + 2) : ℝ) := by
  induction n using Nat.twoStepInduction with
  | zero => rw [Xi_zero]; norm_num
  | one => rw [Xi_one, show Nat.fib (1 + 2) = 2 from rfl]; norm_num
  | more n ih1 ih2 =>
    have h : Nat.fib (n + 2 + 2) = Nat.fib (n + 2) + Nat.fib (n + 1 + 2) := Nat.fib_add_two
    rw [Xi_rec, ih1, ih2, h, Nat.cast_add]
    ring

/-- For positive fugacity the growth factor exceeds one and solves `x² = x + z`. -/
theorem growth_spec {z : ℝ} (hz : 0 < z) :
    1 < growth z ∧ growth z ^ 2 = growth z + z := by
  have hsq : √(1 + 4 * z) ^ 2 = 1 + 4 * z := Real.sq_sqrt (by linarith)
  have h0 := Real.sqrt_nonneg (1 + 4 * z)
  unfold growth
  constructor
  · nlinarith
  · linear_combination hsq / 4

/-- For positive fugacity, the partition function of `n` sites lies between the `n`-th and the
`(n+1)`-th power of the growth factor. -/
theorem Xi_bounds {z : ℝ} (hz : 0 < z) (n : ℕ) :
    growth z ^ n ≤ Xi z n ∧ Xi z n ≤ growth z ^ (n + 1) := by
  obtain ⟨h1, hsq⟩ := growth_spec hz
  induction n using Nat.twoStepInduction with
  | zero =>
    rw [Xi_zero]
    constructor
    · simp
    · simpa using h1.le
  | one =>
    rw [Xi_one]
    constructor
    · nlinarith [sq_nonneg (growth z - 1)]
    · have e : growth z ^ (1 + 1) = growth z + z := hsq
      rw [e]
      linarith
  | more n ih1 ih2 =>
    rw [Xi_rec]
    have e1 : growth z ^ (n + 2) = growth z ^ (n + 1) + z * growth z ^ n := by
      linear_combination growth z ^ n * hsq
    have e2 : growth z ^ (n + 2 + 1) = growth z ^ (n + 1 + 1) + z * growth z ^ (n + 1) := by
      linear_combination growth z ^ (n + 1) * hsq
    have l1 := mul_le_mul_of_nonneg_left ih1.1 hz.le
    have l2 := mul_le_mul_of_nonneg_left ih1.2 hz.le
    rw [e1, e2]
    exact ⟨add_le_add ih2.1 l1, add_le_add ih2.2 l2⟩

/-- For positive fugacity and a path of `n ≥ 1` sites, `ln(Xi_n)/n` is at least the logarithm of the
growth factor and exceeds it by at most that logarithm divided by `n`. -/
theorem log_Xi_finite_size {z : ℝ} (hz : 0 < z) {n : ℕ} (hn : 0 < n) :
    Real.log (growth z) ≤ Real.log (Xi z n) / n ∧
      Real.log (Xi z n) / n ≤ Real.log (growth z) + Real.log (growth z) / n := by
  have hL : 0 < growth z := lt_trans one_pos (growth_spec hz).1
  obtain ⟨hlo, hup⟩ := Xi_bounds hz n
  have hn' : (0 : ℝ) < n := Nat.cast_pos.mpr hn
  have a := Real.log_le_log (pow_pos hL n) hlo
  have b := Real.log_le_log (lt_of_lt_of_le (pow_pos hL n) hlo) hup
  rw [Real.log_pow] at a b
  push_cast at b
  constructor
  · rw [le_div_iff₀ hn']
    linarith
  · rw [div_le_iff₀ hn', add_mul, div_mul_cancel₀ _ hn'.ne']
    linarith

/-- Thermodynamic limit of the hard-core lattice gas: `ln(Xi_n)/n` tends to
`ln((1 + √(1 + 4z)) / 2)` for every positive fugacity. -/
theorem tendsto_log_Xi_div {z : ℝ} (hz : 0 < z) :
    Tendsto (fun n : ℕ => Real.log (Xi z n) / n) atTop
      (𝓝 (Real.log ((1 + √(1 + 4 * z)) / 2))) := by
  change Tendsto _ _ (𝓝 (Real.log (growth z)))
  have h : Tendsto (fun n : ℕ => Real.log (growth z) + Real.log (growth z) / n) atTop
      (𝓝 (Real.log (growth z) + 0)) :=
    tendsto_const_nhds.add (tendsto_const_div_atTop_nhds_zero_nat _)
  rw [add_zero] at h
  -- squeeze between the two finite-size bounds
  exact tendsto_of_tendsto_of_tendsto_of_le_of_le' tendsto_const_nhds h
    ((eventually_gt_atTop 0).mono fun n hn => (log_Xi_finite_size hz hn).1)
    ((eventually_gt_atTop 0).mono fun n hn => (log_Xi_finite_size hz hn).2)

/-- At positive fugacity `z`, the derivative of the logarithm of the growth factor with respect to
the fugacity is `(1 - 1/√(1 + 4z)) / 2` divided by `z`. -/
theorem hasDerivAt_log_growth {z : ℝ} (hz : 0 < z) :
    HasDerivAt (fun x => Real.log (growth x)) ((1 - 1 / √(1 + 4 * z)) / 2 / z) z := by
  have alg : ∀ s : ℝ, 0 < s → s ^ 2 = 1 + 4 * z →
      4 / (2 * s) / 2 / ((1 + s) / 2) = (1 - 1 / s) / 2 / z := by
    intro s hs h
    have hz' : z = (s ^ 2 - 1) / 4 := by linarith
    rw [div_eq_div_iff (by positivity) hz.ne', hz']
    field_simp
    ring
  have hpos : 0 < √(1 + 4 * z) := Real.sqrt_pos.mpr (by linarith)
  have h0 : HasDerivAt (fun x : ℝ => 1 + 4 * x) 4 z := by
    simpa using ((hasDerivAt_id' z).const_mul 4).const_add 1
  have h1 := h0.sqrt (by positivity : (1 + 4 * z) ≠ 0)
  have h2 := ((h1.const_add 1).div_const 2).log (by positivity)
  exact h2.congr_deriv (alg _ hpos (Real.sq_sqrt (by linarith)))

end

end HardCoreLatticeGas
```

```lean
#print axioms HardCoreLatticeGas.Xi_closed_form
#print axioms HardCoreLatticeGas.Xi_fugacity_one
#print axioms HardCoreLatticeGas.tendsto_log_Xi_div
#print axioms HardCoreLatticeGas.hasDerivAt_log_growth
```

```
'HardCoreLatticeGas.Xi_closed_form' depends on axioms: [propext, Classical.choice, Quot.sound]
'HardCoreLatticeGas.Xi_fugacity_one' depends on axioms: [propext, Classical.choice, Quot.sound]
'HardCoreLatticeGas.tendsto_log_Xi_div' depends on axioms: [propext, Classical.choice, Quot.sound]
'HardCoreLatticeGas.hasDerivAt_log_growth' depends on axioms: [propext, Classical.choice, Quot.sound]
```

## Splitting a sum over subsets

The proof of `Xi_rec` turns on `Finset.sum_powerset_insert`. For a site $a$ outside a finite set $S$, and any function $f$ on sets, it says

$$\sum_{C\subseteq S\cup\{a\}}f(C)=\sum_{C\subseteq S}f(C)+\sum_{C\subseteq S}f(C\cup\{a\}).$$

This is the case distinction "site $a$ empty or occupied". It applies to sums over all subsets, whereas `Xi` sums over the hard-core ones only. `Finset.sum_filter` therefore moves the constraint into the summand, which becomes $z^{|C|}$ for allowed sets and $0$ for the others.

The lemma is used twice. The first use splits on site $n+1$, and its empty part is $\Xi_{n+1}$. The second splits the occupied part on site $n$. If site $n$ is empty, `h1` shows that adding a particle at $n+1$ preserves the hard-core condition in both directions and multiplies the weight by $z$. If site $n$ is occupied, `h2` shows that the configuration is forbidden, so its term is zero.

## Induction, logarithms and the squeeze

The closed form, the Fibonacci count and `Xi_bounds` all use `Nat.twoStepInduction`, which supplies two base cases and a step from $n$ and $n+1$ to $n+2$, matching the recursion. In `Xi_closed_form`, the auxiliary statement `key` treats the roots and their difference as arbitrary numbers satisfying the required equations. The induction is then polynomial algebra, checked by `linear_combination`, and the square root enters only at the end.

`growth_spec` supplies $L>1$ and $L^2=L+z$. In `Xi_bounds`, `e1` and `e2` are this quadratic equation multiplied by powers of $L$, while `l1` and `l2` multiply the induction hypotheses by $z$; they need $z\ge0$ to preserve the inequalities.

`log_Xi_finite_size` takes logarithms, using the lower bound to ensure $\Xi_n>0$, and divides by $n$. `tendsto_log_Xi_div` then squeezes the sequence between the constant $\ln L$ and $\ln L+\ln(L)/n$; the bounds are needed only eventually, for $n>0$. Finally, `hasDerivAt_log_growth` applies the chain rule through the square root and the logarithm, and `alg` brings the result into the stated form.
